# A real symmetric 3×3 matrix with positive leading principal minors is the metric tensor of exactly one standard cell

A: Let \(G\) be a real 3×3 matrix. It is symmetric with three positive leading principal minors exactly when there is one and only one upper triangular \(A\) with positive diagonal and \(A^{T}A=G\). The columns of \(A\) are cell vectors \(a_1,a_2,a_3\), with \(a_1\) along \(+x\) and \(a_2\) in the \(xy\) plane.

Q: That sounds like linear algebra with crystallographic labels. Where is the geometry?

A: In the product \(A^{T}A\), whose entries are the scalar products of the columns. Counting indices from 0, as Lean does, column 0 is \(a_1\) and row 0 holds the \(x\) components. For a triangular \(A\),
\[
\begin{aligned}
G_{00}&=A_{00}^2, & G_{01}&=A_{00}A_{01}, & G_{02}&=A_{00}A_{02},\\
G_{11}&=A_{01}^2+A_{11}^2, & G_{12}&=A_{01}A_{02}+A_{11}A_{12}, & G_{22}&=A_{02}^2+A_{12}^2+A_{22}^2 .
\end{aligned}
\]

Q: Then solve them for a given \(G\), and show me that no square root fails.

A: The first minor is \(G_{00}>0\), so \(A_{00}=\sqrt{G_{00}}\), \(A_{01}=G_{01}/A_{00}\) and \(A_{02}=G_{02}/A_{00}\). Next,
\[
A_{11}^2=G_{11}-A_{01}^2=\frac{G_{00}G_{11}-G_{01}^2}{G_{00}}>0
\]
by the second minor. Take the positive root and set \(A_{12}=(G_{12}-A_{01}A_{02})/A_{11}\).

What remains is \(s=G_{22}-A_{02}^2-A_{12}^2\), which has to equal \(A_{22}^2\). If \(G_{22}\) is replaced by \(G_{22}-s\), the matrix becomes \(A'^{T}A'\), where \(A'\) has a zero last row, so its determinant vanishes. The determinant is linear in the entry \(G_{22}\), with cofactor \(G_{00}G_{11}-G_{01}^2=A_{00}^2A_{11}^2\). Hence \(\det G=A_{00}^2A_{11}^2\,s\), and \(\det G>0\) gives \(s>0\).

Each step left only a sign open, and the positive diagonal fixes it, so \(A\) is unique. Conversely, the minors of \(A^{T}A\) are \(A_{00}^2\), \((A_{00}A_{11})^2\) and \((A_{00}A_{11}A_{22})^2\), all positive.

```lean
import Mathlib

open Matrix
open Real (cos sin)

namespace StandardCellOrientation

noncomputable section
```

Q: Does the formal hypothesis on \(G\) already contain the factorisation?

A: No. `IsMetricTensor` holds symmetry and three inequalities on the entries. Physically, they say that three squares are positive: the squared length of \(a_1\), the squared area of the face spanned by \(a_1\) and \(a_2\), and the squared volume of the cell.

```lean
/-- A real symmetric 3 by 3 matrix whose three leading principal minors are positive. -/
structure IsMetricTensor (G : Matrix (Fin 3) (Fin 3) ℝ) : Prop where
  symm : G.IsSymm
  minor_one : 0 < G 0 0
  minor_two : 0 < G 0 0 * G 1 1 - G 0 1 * G 1 0
  minor_three : 0 < G.det
```

Q: I would have said "positive definite".

A: That would be an equivalent model, by Sylvester's criterion. The hypothesis would then say directly that every nonzero combination of cell vectors has positive squared length. The two positivity steps could then come from evaluating that squared length at suitable combinations, without minors, but testing a given table of numbers would need a further criterion. With minors, the test is a check of symmetry and three evaluations.

Q: And the orientation?

A: `IsStandardCell` has three zeros below the diagonal and three positive diagonal entries. It fixes two conventions: vectors are columns, and the cell is right-handed. A program that stores cell vectors as rows works with \(A^{T}\), which is lower triangular.

```lean
/-- The columns of `A` are cell vectors in the standard orientation: the first along
positive x, the second in the xy plane with positive y component, the third with
positive z component. -/
structure IsStandardCell (A : Matrix (Fin 3) (Fin 3) ℝ) : Prop where
  a1_y : A 1 0 = 0
  a1_z : A 2 0 = 0
  a2_z : A 2 1 = 0
  a1_x_pos : 0 < A 0 0
  a2_y_pos : 0 < A 1 1
  a3_z_pos : 0 < A 2 2
```

Q: How does Lean obtain the table of scalar products?

A: `gram_standardCell` writes each entry as a sum over three Cartesian components, splits into the nine index pairs and inserts the zeros.

```lean
/-- The scalar products of the vectors of a standard cell, written in components. -/
theorem gram_standardCell {A : Matrix (Fin 3) (Fin 3) ℝ} (h : IsStandardCell A) :
    Aᵀ * A =
      !![A 0 0 * A 0 0, A 0 0 * A 0 1, A 0 0 * A 0 2;
         A 0 1 * A 0 0, A 0 1 * A 0 1 + A 1 1 * A 1 1, A 0 1 * A 0 2 + A 1 1 * A 1 2;
         A 0 2 * A 0 0, A 0 2 * A 0 1 + A 1 2 * A 1 1,
           A 0 2 * A 0 2 + A 1 2 * A 1 2 + A 2 2 * A 2 2] := by
  ext i j
  simp only [Matrix.mul_apply, Matrix.transpose_apply, Fin.sum_univ_three]
  fin_cases i <;> fin_cases j <;> simp [h.a1_y, h.a1_z, h.a2_z]
```

The determinant is the product of the diagonal entries, hence positive.

```lean
/-- The determinant of a standard cell is positive. -/
theorem det_standardCell_pos {A : Matrix (Fin 3) (Fin 3) ℝ} (h : IsStandardCell A) :
    0 < A.det := by
  have e : A.det = A 0 0 * A 1 1 * A 2 2 := by
    rw [Matrix.det_fin_three, h.a1_y, h.a1_z, h.a2_z]
    ring
  rw [e]
  exact mul_pos (mul_pos h.a1_x_pos h.a2_y_pos) h.a3_z_pos
```

These two lemmas give the converse direction. In `isMetricTensor_gram` the second minor is rewritten as \((A_{00}A_{11})^2\), the squared area of the face, and the third is \((\det A)^2\).

```lean
/-- The scalar products of the vectors of a standard cell form a symmetric matrix with
positive leading principal minors. -/
theorem isMetricTensor_gram {A : Matrix (Fin 3) (Fin 3) ℝ} (h : IsStandardCell A) :
    IsMetricTensor (Aᵀ * A) := by
  have h0 := h.a1_x_pos
  have h1 := h.a2_y_pos
  refine ⟨by simp [Matrix.IsSymm, Matrix.transpose_mul], ?_, ?_, ?_⟩
  · rw [gram_standardCell h]
    exact mul_pos h0 h0
  · rw [gram_standardCell h]
    change 0 < A 0 0 * A 0 0 * (A 0 1 * A 0 1 + A 1 1 * A 1 1)
      - A 0 0 * A 0 1 * (A 0 1 * A 0 0)
    -- the second minor is the squared area of the face spanned by a1 and a2
    have e : A 0 0 * A 0 0 * (A 0 1 * A 0 1 + A 1 1 * A 1 1)
        - A 0 0 * A 0 1 * (A 0 1 * A 0 0) = (A 0 0 * A 1 1) ^ 2 := by ring
    rw [e]
    positivity
  · rw [Matrix.det_mul, Matrix.det_transpose]
    exact mul_pos (det_standardCell_pos h) (det_standardCell_pos h)
```

Q: Now the direction I care about, from numbers to a cell.

A: `exists_standardCell` follows the solution above. The entries are called `a`, `b`, `c` in the top row, `d`, `e` in the middle and `f` at the bottom. The helper `root` supplies positive square roots, and `quot` solves \(xz=y\) for \(z\). The steps `p1` and `p2` are the two positivity arguments: each multiplies the wanted quantity by a positive factor, recognises a minor, and removes the factor again. For `p2`, where I used the cofactor, `Matrix.det_fin_three` writes out the determinant and `ring` checks the identity.

```lean
/-- Every symmetric matrix with positive leading principal minors is the metric tensor of
a cell in the standard orientation. -/
theorem exists_standardCell {G : Matrix (Fin 3) (Fin 3) ℝ} (h : IsMetricTensor G) :
    ∃ A, IsStandardCell A ∧ Aᵀ * A = G := by
  obtain ⟨hs, h1, h2, h3⟩ := h
  have s10 : G 1 0 = G 0 1 := hs.apply 0 1
  have s20 : G 2 0 = G 0 2 := hs.apply 0 2
  have s21 : G 2 1 = G 1 2 := hs.apply 1 2
  have root : ∀ x : ℝ, 0 < x → ∃ y, 0 < y ∧ y * y = x := fun x hx =>
    ⟨Real.sqrt x, Real.sqrt_pos.2 hx, Real.mul_self_sqrt hx.le⟩
  have quot : ∀ x y : ℝ, 0 < x → ∃ z, x * z = y := fun x y hx =>
    ⟨y / x, by have := hx.ne'; field_simp⟩
  -- the x components
  obtain ⟨a, ha, haa⟩ := root _ h1
  obtain ⟨b, hb⟩ := quot a (G 0 1) ha
  obtain ⟨c, hc⟩ := quot a (G 0 2) ha
  -- the second minor makes the squared y component of a2 positive
  have p1 : 0 < G 1 1 - b * b := by
    have e : a * a * (G 1 1 - b * b) = G 0 0 * G 1 1 - G 0 1 * G 1 0 := by
      rw [s10, ← haa, ← hb]
      ring
    exact (mul_pos_iff_of_pos_left (mul_pos ha ha)).1 (by rw [e]; exact h2)
  obtain ⟨d, hd, hdd⟩ := root _ p1
  obtain ⟨e, he⟩ := quot d (G 1 2 - b * c) hd
  have g11 : G 1 1 = b * b + d * d := by linarith
  have g12 : G 1 2 = b * c + d * e := by linarith
  -- the determinant makes the squared z component of a3 positive
  have p2 : 0 < G 2 2 - c * c - e * e := by
    have k : a * a * (d * d) * (G 2 2 - c * c - e * e) = G.det := by
      rw [Matrix.det_fin_three, s10, s20, s21, ← haa, ← hb, ← hc, g11, g12]
      ring
    exact (mul_pos_iff_of_pos_left (mul_pos (mul_pos ha ha) (mul_pos hd hd))).1
      (by rw [k]; exact h3)
  obtain ⟨f, hf, hff⟩ := root _ p2
  refine ⟨!![a, b, c; 0, d, e; 0, 0, f], ⟨rfl, rfl, rfl, ha, hd, hf⟩, ?_⟩
  ext i j
  simp only [Matrix.mul_apply, Matrix.transpose_apply, Fin.sum_univ_three]
  fin_cases i <;> fin_cases j <;> simp <;> linarith
```

Q: And uniqueness?

A: `standardCell_unique` compares two cells entry by entry in the same order. `key` says that positive numbers with equal squares are equal, and `mul_left_cancel₀` does the divisions.

```lean
/-- Two cells in the standard orientation with the same metric tensor are equal. -/
theorem standardCell_unique {A B : Matrix (Fin 3) (Fin 3) ℝ} (hA : IsStandardCell A)
    (hB : IsStandardCell B) (h : Aᵀ * A = Bᵀ * B) : A = B := by
  have key : ∀ x y : ℝ, 0 < x → 0 < y → x * x = y * y → x = y := by
    intro x y hx hy hxy
    rcases mul_self_eq_mul_self_iff.1 hxy with h | h <;> linarith
  rw [gram_standardCell hA, gram_standardCell hB] at h
  have e00 : A 0 0 * A 0 0 = B 0 0 * B 0 0 := congrFun (congrFun h 0) 0
  have e01 : A 0 0 * A 0 1 = B 0 0 * B 0 1 := congrFun (congrFun h 0) 1
  have e02 : A 0 0 * A 0 2 = B 0 0 * B 0 2 := congrFun (congrFun h 0) 2
  have e11 : A 0 1 * A 0 1 + A 1 1 * A 1 1 = B 0 1 * B 0 1 + B 1 1 * B 1 1 :=
    congrFun (congrFun h 1) 1
  have e12 : A 0 1 * A 0 2 + A 1 1 * A 1 2 = B 0 1 * B 0 2 + B 1 1 * B 1 2 :=
    congrFun (congrFun h 1) 2
  have e22 : A 0 2 * A 0 2 + A 1 2 * A 1 2 + A 2 2 * A 2 2
      = B 0 2 * B 0 2 + B 1 2 * B 1 2 + B 2 2 * B 2 2 := congrFun (congrFun h 2) 2
  -- the components agree one after another
  have a := key _ _ hA.a1_x_pos hB.a1_x_pos e00
  rw [a] at e01 e02
  have b := mul_left_cancel₀ hB.a1_x_pos.ne' e01
  have c := mul_left_cancel₀ hB.a1_x_pos.ne' e02
  rw [b] at e11
  have d := key _ _ hA.a2_y_pos hB.a2_y_pos (by linarith)
  rw [b, c, d] at e12
  have e := mul_left_cancel₀ hB.a2_y_pos.ne' (add_left_cancel e12)
  rw [c, e] at e22
  have f := key _ _ hA.a3_z_pos hB.a3_z_pos (by linarith)
  ext i j
  fin_cases i <;> fin_cases j <;>
    simp [a, b, c, d, e, f, hA.a1_y, hA.a1_z, hA.a2_z, hB.a1_y, hB.a1_z, hB.a2_z]
```

Q: But \(G\) has many factors. Rotate the crystal and \(G\) stays the same.

A: Yes, and the quantifier `∃!` ranges over matrices that satisfy both conditions, `IsStandardCell A` and `Aᵀ * A = G`. A copy rotated by anything but the identity solves the second and, by uniqueness, fails the first. The theorem combines the three preceding results.

```lean
/-- A real 3 by 3 matrix is symmetric with positive leading principal minors exactly when
it is the metric tensor of one and only one cell in the standard orientation. -/
theorem isMetricTensor_iff_existsUnique (G : Matrix (Fin 3) (Fin 3) ℝ) :
    IsMetricTensor G ↔ ∃! A, IsStandardCell A ∧ Aᵀ * A = G := by
  constructor
  · intro h
    obtain ⟨A, hA, hG⟩ := exists_standardCell h
    exact ⟨A, ⟨hA, hG⟩, fun B hB => standardCell_unique hB.1 hA (hB.2.trans hG.symm)⟩
  · rintro ⟨A, ⟨hA, hG⟩, -⟩
    rw [← hG]
    exact isMetricTensor_gram hA
```

Q: So each lattice has one standard cell?

A: No, each ordered choice of cell vectors has one. A lattice has infinitely many bases, with various metric tensors, and cell reduction is a separate problem. For simulation practice, the theorem means that storing a three-dimensional periodic cell as a triangular matrix loses no cell shape, with real entries and not floating-point ones.

Q: Isn't this just the Cholesky factorisation?

A: It is its real 3×3 case; general size and complex Hermitian matrices are not treated. Stopping the same argument after \(A_{11}\) gives the neighbouring result for a surface cell: a real symmetric 2×2 matrix with \(G_{00}>0\) and positive determinant has exactly one such triangular factor.

Q: Can I read the volume from \(G\)?

A: Yes. Since \(\det(A^{T}A)=(\det A)^2\) and \(\det A>0\), the volume is \(\det A=\sqrt{\det G}\).

```lean
/-- The determinant of a standard cell, its volume, is the square root of the determinant
of its metric tensor. -/
theorem volume_eq_sqrt_det {A : Matrix (Fin 3) (Fin 3) ℝ} (h : IsStandardCell A) :
    A.det = Real.sqrt (Aᵀ * A).det := by
  rw [Matrix.det_mul, Matrix.det_transpose, Real.sqrt_mul_self (det_standardCell_pos h).le]
```

Q: My input cell \(B\) is not triangular. What do I lose by replacing it with the standard one?

A: Only its orientation in space, possibly including its handedness. If \(B^{T}B=A^{T}A\), put \(Q=BA^{-1}\). Then
\[
Q^{T}Q=A^{-T}B^{T}B\,A^{-1}=A^{-T}A^{T}A\,A^{-1}=1,
\]
and \(B=QA\). The Lean proof is this calculation; the positive determinant of \(A\) supplies the inverse.

```lean
/-- A cell `B` with the same metric tensor as a standard cell `A` is obtained from `A` by
an orthogonal transformation. -/
theorem exists_orthogonal_of_same_metric {A B : Matrix (Fin 3) (Fin 3) ℝ}
    (hA : IsStandardCell A) (h : Bᵀ * B = Aᵀ * A) :
    ∃ Q : Matrix (Fin 3) (Fin 3) ℝ, Qᵀ * Q = 1 ∧ B = Q * A := by
  have hu : IsUnit A.det := isUnit_iff_ne_zero.2 (det_standardCell_pos hA).ne'
  refine ⟨B * A⁻¹, ?_, ?_⟩
  · calc (B * A⁻¹)ᵀ * (B * A⁻¹) = (A⁻¹)ᵀ * (Bᵀ * B) * A⁻¹ := by
          simp only [Matrix.transpose_mul, Matrix.mul_assoc]
      _ = (A * A⁻¹)ᵀ * (A * A⁻¹) := by
          rw [h]
          simp only [Matrix.transpose_mul, Matrix.mul_assoc]
      _ = 1 := by
          rw [Matrix.mul_nonsing_inv A hu]
          simp
  · rw [Matrix.mul_assoc, Matrix.nonsing_inv_mul A hu, Matrix.mul_one]
```

Q: "Orthogonal" includes reflections.

A: It does, and the theorem doesn't exclude them. If \(B\) is left-handed, \(\det Q=-1\). Keeping the fractional coordinates while switching to \(A\) then turns a chiral crystal into its mirror image.

Q: Crystallographers give me lengths and angles, not \(G\).

A: From here on \(a,b,c\) are the lengths of \(a_1,a_2,a_3\). The angle \(\alpha\) lies between \(a_2\) and \(a_3\), \(\beta\) between \(a_1\) and \(a_3\), and \(\gamma\) between \(a_1\) and \(a_2\). One combination of the angles decides whether they fit together:
\[
D=1+2\cos\alpha\cos\beta\cos\gamma-\cos^2\alpha-\cos^2\beta-\cos^2\gamma .
\]

```lean
/-- The angular factor 1 + 2 cos α cos β cos γ - cos² α - cos² β - cos² γ. -/
def angularFactor (α β γ : ℝ) : ℝ :=
  1 + 2 * cos α * cos β * cos γ - cos α ^ 2 - cos β ^ 2 - cos γ ^ 2
```

The metric tensor contains the usual scalar products, such as \(ab\cos\gamma\).

```lean
/-- The metric tensor written with the cell lengths `a`, `b`, `c` and angles `α`, `β`, `γ`. -/
def metricOfParameters (a b c α β γ : ℝ) : Matrix (Fin 3) (Fin 3) ℝ :=
  !![a ^ 2, a * b * cos γ, a * c * cos β;
     a * b * cos γ, b ^ 2, b * c * cos α;
     a * c * cos β, b * c * cos α, c ^ 2]
```

For the cell, \(a_1=(a,0,0)\) and \(a_2=(b\cos\gamma,\,b\sin\gamma,\,0)\). The product \(a_1\cdot a_3=ac\cos\beta\) gives \(a_3\) the \(x\) component \(c\cos\beta\). Then \(a_2\cdot a_3=bc\cos\alpha\) gives \(y=c(\cos\alpha-\cos\beta\cos\gamma)/\sin\gamma\). The length of \(a_3\) leaves
\[
z^2=c^2\,\frac{\sin^2\beta\sin^2\gamma-(\cos\alpha-\cos\beta\cos\gamma)^2}{\sin^2\gamma}=\frac{c^2D}{\sin^2\gamma},
\]
where the last equality follows by writing the squared sines as \(1-\cos^2\) and expanding.

```lean
/-- The cell matrix computed from lengths and angles, for sin γ nonzero and a nonnegative
angular factor. -/
def cellOfParameters (a b c α β γ : ℝ) : Matrix (Fin 3) (Fin 3) ℝ :=
  !![a, b * cos γ, c * cos β;
     0, b * sin γ, c * ((cos α - cos β * cos γ) / sin γ);
     0, 0, c * (Real.sqrt (angularFactor α β γ) / sin γ)]
```

Q: Is \(D>0\) derived?

A: It is assumed, together with positive lengths and \(0<\gamma<\pi\). It stands for the condition that the three angles can meet at a corner that isn't flat. With \(\alpha=\beta=30^\circ\) and \(\gamma=90^\circ\), for instance, \(D=-1/2\), and no such cell exists. The angles \(\alpha\) and \(\beta\) enter only through their cosines, so the theorem puts no condition on them beyond \(D>0\).

In the proof, `hq` is the equation for \(y\), and `hr` says that the squares of \(y/c\) and \(z/c\) add up to \(1-\cos^2\beta\). The two quotients are then replaced by plain variables, and `linear_combination` derives the three scalar products that need more than rearrangement: \(a_2\cdot a_2\), \(a_2\cdot a_3\) and \(a_3\cdot a_3\).

```lean
/-- For positive lengths, γ strictly between 0 and π and a positive angular factor, the
cell matrix computed from lengths and angles is in the standard orientation and has the
metric tensor with these lengths and angles. -/
theorem cellOfParameters_spec {a b c α β γ : ℝ} (ha : 0 < a) (hb : 0 < b) (hc : 0 < c)
    (hγ : 0 < γ) (hγ' : γ < Real.pi) (hD : 0 < angularFactor α β γ) :
    IsStandardCell (cellOfParameters a b c α β γ) ∧
      (cellOfParameters a b c α β γ)ᵀ * cellOfParameters a b c α β γ
        = metricOfParameters a b c α β γ := by
  have hs : 0 < sin γ := Real.sin_pos_of_pos_of_lt_pi hγ hγ'
  refine ⟨⟨rfl, rfl, rfl, ha, mul_pos hb hs,
    mul_pos hc (div_pos (Real.sqrt_pos.2 hD) hs)⟩, ?_⟩
  have hq : sin γ * ((cos α - cos β * cos γ) / sin γ) = cos α - cos β * cos γ := by
    have := hs.ne'
    field_simp
  -- the y and z components of a3 / c have squares adding up to sin² β
  have hr : ((cos α - cos β * cos γ) / sin γ) ^ 2
      + (Real.sqrt (angularFactor α β γ) / sin γ) ^ 2 = 1 - cos β ^ 2 := by
    rw [div_pow, div_pow, Real.sq_sqrt hD.le, ← add_div,
      div_eq_iff (pow_ne_zero 2 hs.ne'), Real.sin_sq]
    unfold angularFactor
    ring
  unfold cellOfParameters metricOfParameters
  generalize (cos α - cos β * cos γ) / sin γ = q at hq hr ⊢
  generalize Real.sqrt (angularFactor α β γ) / sin γ = r at hr ⊢
  have e11 : b * cos γ * (b * cos γ) + b * sin γ * (b * sin γ) = b ^ 2 := by
    linear_combination b ^ 2 * Real.sin_sq_add_cos_sq γ
  have e12 : b * cos γ * (c * cos β) + b * sin γ * (c * q) = b * c * cos α := by
    linear_combination b * c * hq
  have e22 : c * cos β * (c * cos β) + c * q * (c * q) + c * r * (c * r) = c ^ 2 := by
    linear_combination c ^ 2 * hr
  ext i j
  simp only [Matrix.mul_apply, Matrix.transpose_apply, Fin.sum_univ_three]
  fin_cases i <;> fin_cases j <;> simp <;> linarith

end

end StandardCellOrientation
```

```lean
#print axioms StandardCellOrientation.isMetricTensor_iff_existsUnique
#print axioms StandardCellOrientation.volume_eq_sqrt_det
#print axioms StandardCellOrientation.exists_orthogonal_of_same_metric
#print axioms StandardCellOrientation.cellOfParameters_spec
```

```
'StandardCellOrientation.isMetricTensor_iff_existsUnique' depends on axioms: [propext, Classical.choice, Quot.sound]
'StandardCellOrientation.volume_eq_sqrt_det' depends on axioms: [propext, Classical.choice, Quot.sound]
'StandardCellOrientation.exists_orthogonal_of_same_metric' depends on axioms: [propext, Classical.choice, Quot.sound]
'StandardCellOrientation.cellOfParameters_spec' depends on axioms: [propext, Classical.choice, Quot.sound]
```
